# The Kantorovich lower bound on the mean pair repulsion, with its equality condition

Take a probability distribution over the configurations of $N$ particles on a finite set of sites, with a real pair interaction $v$ summed over pairs $p<q$, and a one-body potential $u$ whose total $\sum_p u(x_p)$ exceeds the repulsion energy in no configuration $x$. The theorem `kantorovich_bound` says that $\sum_i u_i\rho_i$, where $\rho_i$ is the expected number of particles at site $i$, is at most the mean repulsion, and that the two are equal exactly when $\sum_p u(x_p)$ equals the repulsion energy in every configuration of positive probability. The proof writes the difference of the two sides as a sum over configurations of probability times repulsion minus one-body energy, in which no term is negative. The bound follows at once, and the equality condition follows because such a sum vanishes only if each term does.

The first attempt, which Lean rejects:

```lean
import Mathlib

open Finset

namespace KantorovichPairRepulsion

noncomputable section

/-- A probability distribution on the configurations of `N` particles on a finite set of sites. -/
structure Ensemble (ι : Type*) [Fintype ι] (N : ℕ) where
  /-- The probability of a configuration. -/
  prob : (Fin N → ι) → ℝ
  nonneg : ∀ x, 0 ≤ prob x
  total : ∑ x, prob x = 1

variable {ι : Type*} [Fintype ι] {N : ℕ}

/-- The density: the expected number of particles at site `i`. -/
def Ensemble.density [DecidableEq ι] (P : Ensemble ι N) (i : ι) : ℝ :=
  ∑ x, P.prob x * ∑ p, (if x p = i then (1 : ℝ) else 0)

/-- The repulsion energy of a configuration, summed over pairs `p < q`. -/
def repulsion {ι : Type*} {N : ℕ} (v : ι → ι → ℝ) (x : Fin N → ι) : ℝ :=
  ∑ p, ∑ q, if p < q then v (x p) (x q) else 0

/-- The mean repulsion energy of an ensemble. -/
def Ensemble.meanRepulsion (P : Ensemble ι N) (v : ι → ι → ℝ) : ℝ :=
  ∑ x, P.prob x * repulsion v x

/-- The one-body potential `u` never exceeds the pair repulsion, in any `N`-particle
configuration. -/
def Admissible {ι : Type*} (N : ℕ) (v : ι → ι → ℝ) (u : ι → ℝ) : Prop :=
  ∀ x : Fin N → ι, ∑ p, u (x p) ≤ repulsion v x

/-- In every configuration of positive probability the one-body energy equals the repulsion. -/
def Ensemble.Saturates (P : Ensemble ι N) (v : ι → ι → ℝ) (u : ι → ℝ) : Prop :=
  ∀ x, 0 < P.prob x → ∑ p, u (x p) = repulsion v x

/-- The mean energy in a one-body potential is the potential summed against the density. -/
theorem sum_potential_density [DecidableEq ι] (P : Ensemble ι N) (u : ι → ℝ) :
    ∑ i, u i * P.density i = ∑ x, P.prob x * ∑ p, u (x p) := by
  simp only [Ensemble.density, Finset.mul_sum]
  -- exchange the sum over sites with those over configurations and particles
  rw [Finset.sum_comm]
  refine Finset.sum_congr rfl fun x _ => ?_
  rw [Finset.sum_comm]
  refine Finset.sum_congr rfl fun p _ => ?_
  simp [mul_comm]

/-- The mean repulsion minus the potential energy is the average, over configurations, of
the repulsion minus the one-body energy. -/
theorem duality_gap [DecidableEq ι] (P : Ensemble ι N) (v : ι → ι → ℝ) (u : ι → ℝ) :
    P.meanRepulsion v - ∑ i, u i * P.density i
      = ∑ x, P.prob x * (repulsion v x - ∑ p, u (x p)) := by
  rw [sum_potential_density]
  simp only [Ensemble.meanRepulsion, mul_sub, Finset.sum_sub_distrib]

/-- An admissible potential summed against the density bounds the mean repulsion from below,
with equality exactly when every configuration of positive probability saturates the
constraint. -/
theorem kantorovich_bound [DecidableEq ι] (P : Ensemble ι N) {v : ι → ι → ℝ} {u : ι → ℝ}
    (hu : Admissible N v u) :
    ∑ i, u i * P.density i ≤ P.meanRepulsion v ∧
      (P.meanRepulsion v = ∑ i, u i * P.density i ↔ P.Saturates v u) := by
  have hterm : ∀ x ∈ (Finset.univ : Finset (Fin N → ι)),
      0 ≤ P.prob x * (repulsion v x - ∑ p, u (x p)) :=
    fun x _ => mul_nonneg (P.nonneg x) (sub_nonneg.mpr (hu x))
  constructor
  · linarith [duality_gap P v u, Finset.sum_nonneg hterm]
  · -- a sum of nonnegative terms vanishes only if each term does
    rw [← sub_eq_zero, duality_gap, Finset.sum_eq_zero_iff_of_nonneg hterm]
    constructor
    · intro h x hx
      rcases mul_eq_zero.mp (h x (Finset.mem_univ x)) with h0 | h0
      · linarith
      · linarith
    · intro h x _
      rcases (P.nonneg x).eq_or_lt with h0 | h0
      · rw [← h0, zero_mul]
      · rw [h x h0, sub_self]

end

end KantorovichPairRepulsion
```

Lean reports:

```
Main.lean:80:6: error: unsolved goals
case right.mpr.inr
ι : Type u_1
inst✝¹ : Fintype ι
N : ℕ
inst✝ : DecidableEq ι
P : Ensemble ι N
v : ι → ι → ℝ
u : ι → ℝ
hu : Admissible N v u
hterm : ∀ x ∈ univ, 0 ≤ P.prob x * (repulsion v x - ∑ p, u (x p))
h : P.Saturates v u
x : Fin N → ι
a✝ : x ∈ univ
h0 : 0 < P.prob x
⊢ P.prob x * 0 = 0
```

Cause. The error is in the last case of the equality condition, where the configuration `x` has positive probability and saturation is assumed. The goal there is that the term for `x`, its probability times the difference of repulsion and one-body energy, is zero. Rewriting with `h x h0` replaces the one-body energy by the repulsion, and `sub_self` turns the difference into `0`. That leaves `P.prob x * 0 = 0`, the goal shown in the message.

After its last rewrite `rw` tries to close the goal by `rfl`, but only with reducible definitions unfolded. A product of real numbers is not evaluated that way, so `P.prob x * 0` is not recognised as `0` and the goal stays open. Adding `mul_zero` rewrites the product to `0`, and `rfl` then closes `0 = 0`. The zero-probability case just above has no such trouble, because its rewrite already ends with `zero_mul`.

This version goes through:

```diff
@@ -78,5 +78,5 @@
       rcases (P.nonneg x).eq_or_lt with h0 | h0
       · rw [← h0, zero_mul]
-      · rw [h x h0, sub_self]
+      · rw [h x h0, sub_self, mul_zero]
 
 end
```
